# State count and logarithmic density of states at a quadratic saddle of a two-dimensional band

How many states of a two-dimensional band lie within an energy $e$ of a saddle point? To make the count definite, we take the band energy to be exactly quadratic, keep only momenta in a square around the saddle, and measure the area of the allowed region. For non-interacting electrons in this truncated model, the count yields the logarithmic Van Hove singularity in the density of states. The saddle itself is assumed, not derived from a periodic band.

```lean
import Mathlib

open MeasureTheory Filter Topology Set

namespace SaddleVanHove

noncomputable section
```

Measure energy and momentum from the saddle, with the momentum axes $x,y$ along its two zero-energy lines, taken as perpendicular. Then
$$E(x,y)=t\,x\,y,\qquad t>0.$$
Here $t$ is a curvature, not the hopping amplitude that usually carries this letter. Perpendicular lines mean that the principal curvatures are $t$ and $-t$; in a general saddle their magnitudes differ. The model also neglects everything beyond the quadratic form inside the square and all momenta outside it.

```lean
/-- Band energy near a saddle point, in momentum axes along its two zero-energy lines. -/
def saddleEnergy (t x y : ℝ) : ℝ := t * x * y
```

With cutoff $L>0$, the energy window is the set of points in $\mathbb R\times\mathbb R$ with $|x|\le L$, $|y|\le L$ and $|E|\le e$. It includes energies on both sides of the saddle.

```lean
/-- Momenta in the square of half-side `L` whose saddle energy lies between `-e` and `e`. -/
def saddleWindow (t L e : ℝ) : Set (ℝ × ℝ) :=
  {p | |p.1| ≤ L ∧ |p.2| ≤ L ∧ |saddleEnergy t p.1 p.2| ≤ e}
```

The count $N(e)$ is the area of this set: `volume` is Lebesgue measure, and `.toReal` turns its value into a real number. For wavevectors, dividing by $(2\pi)^2$ gives states per unit sample area and per spin.

```lean
/-- The state count of the energy window: its area in momentum space. -/
def stateCount (t L e : ℝ) : ℝ := (volume (saddleWindow t L e)).toReal
```

## The allowed momenta at fixed $x$

Put $a=e/t$ and define
$$h(x)=\frac{a}{\max(|x|,a/L)}.$$

```lean
/-- At fixed `x`, the half-width of the interval of `y` allowed by the cutoff `|y| ≤ L` and the
energy bound together, where `a` is the energy divided by the saddle curvature; the domain is
`a > 0` and `L > 0`. -/
def halfWidth (a L x : ℝ) : ℝ := a / max |x| (a / L)
```

The energy condition reads $|y||x|\le a$, and the cutoff $|y|\le L$ is equivalent to $|y|\,a/L\le a$. Together they say $|y|\max(|x|,a/L)\le a$, that is, $|y|\le h(x)$. In the proof, `h1` and `h2` are these two rewritings, and `max_le_iff` joins them.

```lean
/-- For positive curvature, cutoff and energy, the momenta `y` that satisfy both `|y| ≤ L` and the
energy bound at fixed `x` are those with `|y|` at most the half-width. -/
theorem slice_iff {t L e x y : ℝ} (ht : 0 < t) (hL : 0 < L) (he : 0 < e) :
    (|y| ≤ L ∧ |saddleEnergy t x y| ≤ e) ↔ |y| ≤ halfWidth (e / t) L x := by
  have ha : 0 < e / t := div_pos he ht
  have hm : 0 < max |x| (e / t / L) := lt_max_of_lt_right (div_pos ha hL)
  -- the energy condition and the cutoff, each as a bound on a product with |y|
  have h1 : |saddleEnergy t x y| ≤ e ↔ |y| * |x| ≤ e / t := by
    rw [saddleEnergy, abs_mul, abs_mul, abs_of_pos ht, le_div_iff₀ ht]
    constructor <;> intro h <;> linarith
  have h2 : |y| ≤ L ↔ |y| * (e / t / L) ≤ e / t := by
    rw [← mul_div_assoc, div_le_iff₀ hL, mul_comm |y|]
    exact ⟨fun h => mul_le_mul_of_nonneg_left h ha.le, fun h => le_of_mul_le_mul_left h ha⟩
  rw [halfWidth, le_div_iff₀ hm, mul_max_of_nonneg _ _ (abs_nonneg y), max_le_iff, h1, h2]
  exact and_comm
```

The denominator of $h$ is continuous and at least $a/L>0$, so $h$ is continuous and can be integrated over bounded intervals.

```lean
/-- For positive `a` and `L` the half-width varies continuously with `x`. -/
theorem continuous_halfWidth {a L : ℝ} (ha : 0 < a) (hL : 0 < L) :
    Continuous (halfWidth a L) := by
  show Continuous fun x => a / max |x| (a / L)
  exact continuous_const.div (continuous_abs.max continuous_const)
    (fun x => (lt_max_of_lt_right (div_pos ha hL)).ne')
```

Suppose $a\le L^2$, so that $a/L\le L$. Up to $x=a/L$ the cutoff limits $y$ and $h=L$; beyond it the energy does and $h=a/x$. Hence
$$\int_0^L h\,dx=\int_0^{a/L}L\,dx+\int_{a/L}^{L}\frac{a}{x}\,dx=a+a\log\frac{L^2}{a}.$$
The two integrals are `h1` and `h2` below.

```lean
/-- For `0 < a ≤ L ^ 2` and `L > 0`, the half-width integrated from `0` to `L` is
`a (1 + log (L ^ 2 / a))`. -/
theorem integral_halfWidth {a L : ℝ} (ha : 0 < a) (hL : 0 < L) (h : a ≤ L ^ 2) :
    ∫ x in (0 : ℝ)..L, halfWidth a L x = a * (1 + Real.log (L ^ 2 / a)) := by
  have hc := continuous_halfWidth ha hL
  have hb : 0 < a / L := div_pos ha hL
  have hbL : a / L ≤ L := by
    rw [div_le_iff₀ hL]
    nlinarith
  -- flat part: the cutoff limits y
  have h1 : ∫ x in (0 : ℝ)..(a / L), halfWidth a L x = a := by
    have hflat : ∫ x in (0 : ℝ)..(a / L), halfWidth a L x = ∫ _x in (0 : ℝ)..(a / L), L := by
      refine intervalIntegral.integral_congr (fun x hx => ?_)
      rw [uIcc_of_le hb.le] at hx
      show halfWidth a L x = L
      rw [halfWidth, abs_of_nonneg hx.1, max_eq_right hx.2]
      field_simp
    rw [hflat, intervalIntegral.integral_const, smul_eq_mul, sub_zero]
    field_simp
  -- hyperbolic part: the energy limits y, which gives the logarithm
  have h2 : ∫ x in (a / L)..L, halfWidth a L x = a * Real.log (L ^ 2 / a) := by
    have hhyp : ∫ x in (a / L)..L, halfWidth a L x = ∫ x in (a / L)..L, a * x⁻¹ := by
      refine intervalIntegral.integral_congr (fun x hx => ?_)
      rw [uIcc_of_le hbL] at hx
      show halfWidth a L x = a * x⁻¹
      rw [halfWidth, abs_of_nonneg (hb.le.trans hx.1), max_eq_left hx.1, div_eq_mul_inv]
    have harg : L / (a / L) = L ^ 2 / a := by
      rw [div_div_eq_mul_div, sq]
    rw [hhyp, intervalIntegral.integral_const_mul, integral_inv_of_pos hb hL, harg]
  rw [← intervalIntegral.integral_add_adjacent_intervals
    (hc.intervalIntegrable 0 (a / L)) (hc.intervalIntegrable (a / L) L), h1, h2]
  ring
```

## The area of the window

A slice at $|x|\le L$ has length $2h(x)$; all others are empty. Since $h(-x)=h(x)$, for $0<e\le tL^2$ the area is
$$\int_{-L}^{L}2h\,dx=4\int_0^L h\,dx=\frac{4e}{t}\left(1+\log\frac{tL^2}{e}\right).$$
The proof shows that the window is closed, hence measurable, and applies Fubini's theorem through `Measure.prod_apply`; `hs` gives the slice lengths and `hneg` the reflection. The theorem equates the measure itself with `ENNReal.ofReal` of the formula, so the area is finite.

At $e=tL^2$ the logarithm vanishes and the area is $4L^2$, the whole square. Some upper bound on $e$ is needed: for $t=L=1$ and $e=2$ the area is still $4$, but the formula would give $8(1-\log 2)\approx2.45$.

```lean
/-- For `t, L > 0` and `0 < e ≤ t L ^ 2`, the momenta in the square of half-side `L` with saddle
energy between `-e` and `e` fill the area `4 (e / t) (1 + log (t L ^ 2 / e))`. -/
theorem volume_saddleWindow {t L e : ℝ} (ht : 0 < t) (hL : 0 < L) (he : 0 < e)
    (h : e ≤ t * L ^ 2) :
    volume (saddleWindow t L e) =
      ENNReal.ofReal (4 * (e / t) * (1 + Real.log (t * L ^ 2 / e))) := by
  have ha : 0 < e / t := div_pos he ht
  have hc := continuous_halfWidth ha hL
  have hS : MeasurableSet (saddleWindow t L e) := by
    have h1 : IsClosed {p : ℝ × ℝ | |p.1| ≤ L} := isClosed_le continuous_fst.abs continuous_const
    have h2 : IsClosed {p : ℝ × ℝ | |p.2| ≤ L} := isClosed_le continuous_snd.abs continuous_const
    have h3 : IsClosed {p : ℝ × ℝ | |t * p.1 * p.2| ≤ e} :=
      isClosed_le ((continuous_const.mul continuous_fst).mul continuous_snd).abs continuous_const
    exact (h1.inter (h2.inter h3)).measurableSet
  -- length of the slice at each x
  have hs : ∀ x, volume (Prod.mk x ⁻¹' saddleWindow t L e) =
      (Icc (-L) L).indicator (fun x => ENNReal.ofReal (2 * halfWidth (e / t) L x)) x := by
    intro x
    have hmem : ∀ y, y ∈ Prod.mk x ⁻¹' saddleWindow t L e ↔
        |x| ≤ L ∧ |y| ≤ L ∧ |saddleEnergy t x y| ≤ e := fun y => Iff.rfl
    by_cases hx : x ∈ Icc (-L) L
    · have hI : Prod.mk x ⁻¹' saddleWindow t L e =
          Icc (-halfWidth (e / t) L x) (halfWidth (e / t) L x) := by
        ext y
        rw [hmem, mem_Icc, ← abs_le, ← slice_iff ht hL he]
        exact ⟨fun h => h.2, fun h => ⟨abs_le.mpr hx, h⟩⟩
      rw [indicator_of_mem hx, hI, Real.volume_Icc]
      congr 1
      ring
    · have hE : Prod.mk x ⁻¹' saddleWindow t L e = ∅ :=
        eq_empty_of_forall_notMem fun y hy => hx (abs_le.mp ((hmem y).mp hy).1)
      rw [indicator_of_notMem hx, hE, measure_empty]
  have hint : Integrable (fun x => 2 * halfWidth (e / t) L x) (volume.restrict (Icc (-L) L)) :=
    (continuous_const.mul hc).continuousOn.integrableOn_Icc
  have hnn : 0 ≤ᵐ[volume.restrict (Icc (-L) L)] fun x => 2 * halfWidth (e / t) L x :=
    ae_of_all _ fun x => mul_nonneg zero_le_two
      (div_nonneg ha.le (le_max_of_le_left (abs_nonneg x)))
  -- the two halves of the window are mirror images
  have hneg : ∫ x in (-L)..0, halfWidth (e / t) L x = ∫ x in (0 : ℝ)..L, halfWidth (e / t) L x := by
    have h := intervalIntegral.integral_comp_neg (a := 0) (b := L) (halfWidth (e / t) L)
    simp only [halfWidth, abs_neg, neg_zero] at h ⊢
    exact h.symm
  have hle : e / t ≤ L ^ 2 := by
    rw [div_le_iff₀ ht]
    linarith
  have harg : L ^ 2 / (e / t) = t * L ^ 2 / e := by
    rw [div_div_eq_mul_div, mul_comm]
  rw [Measure.volume_eq_prod, Measure.prod_apply hS, lintegral_congr hs,
    lintegral_indicator measurableSet_Icc, ← ofReal_integral_eq_lintegral_ofReal hint hnn]
  congr 1
  rw [integral_Icc_eq_integral_Ioc, ← intervalIntegral.integral_of_le (by linarith : -L ≤ L),
    intervalIntegral.integral_const_mul, ← intervalIntegral.integral_add_adjacent_intervals
      (hc.intervalIntegrable (-L) 0) (hc.intervalIntegrable 0 L),
    hneg, integral_halfWidth ha hL hle, harg]
  ring
```

Setting $t=L=1$ gives $4e(1+\log(1/e))$ for $0<e\le1$.

```lean
/-- For `0 < e ≤ 1`, the part of the square `[-1, 1] ^ 2` with `|x y| ≤ e` has area
`4 e (1 + log (1 / e))`. -/
theorem volume_unit_saddle {e : ℝ} (he : 0 < e) (h : e ≤ 1) :
    volume {p : ℝ × ℝ | |p.1| ≤ 1 ∧ |p.2| ≤ 1 ∧ |p.1 * p.2| ≤ e} =
      ENNReal.ofReal (4 * e * (1 + Real.log (1 / e))) := by
  have hv := volume_saddleWindow one_pos one_pos he (by linarith : e ≤ 1 * 1 ^ 2)
  simpa [saddleWindow, saddleEnergy] using hv
```

## Divergence and density of states

Because $e\le tL^2$, the logarithm is non-negative, so the formula survives conversion to a real number. Writing $\log(tL^2/e)=\log(tL^2)-\log e$ isolates the dependence on $e$.

```lean
/-- For `t, L > 0` and `0 < e ≤ t L ^ 2`, the state count is
`4 (e / t) (1 + (log (t L ^ 2) - log e))`. -/
theorem stateCount_eq {t L e : ℝ} (ht : 0 < t) (hL : 0 < L) (he : 0 < e)
    (h : e ≤ t * L ^ 2) :
    stateCount t L e = 4 * (e / t) * (1 + (Real.log (t * L ^ 2) - Real.log e)) := by
  have hlog : 0 ≤ Real.log (t * L ^ 2 / e) := Real.log_nonneg ((one_le_div he).mpr h)
  have hpos : 0 < t * L ^ 2 := by positivity
  rw [stateCount, volume_saddleWindow ht hL he h,
    ENNReal.toReal_ofReal (mul_nonneg (by positivity) (by linarith)),
    Real.log_div hpos.ne' he.ne']
```

Division by $e$ gives
$$\frac{N(e)}{e}=\frac4t\bigl(1+\log(tL^2)-\log e\bigr)\to\infty\qquad(e\to0^+),$$
since $\log e\to-\infty$. In Lean, `𝓝[>] 0` is the approach from above and `atTop` is the limit $+\infty$. The closed form is needed only for small positive $e$, which `filter_upwards` supplies.

```lean
/-- For `t, L > 0`, the state count divided by `e` tends to infinity as the energy `e` tends
to zero from above. -/
theorem tendsto_stateCount_div {t L : ℝ} (ht : 0 < t) (hL : 0 < L) :
    Tendsto (fun e => stateCount t L e / e) (𝓝[>] 0) atTop := by
  have hpos : 0 < t * L ^ 2 := by positivity
  have hlim : Tendsto (fun e => 4 / t * (1 + Real.log (t * L ^ 2) + -Real.log e))
      (𝓝[>] 0) atTop :=
    (tendsto_atTop_add_const_left _ _
      (tendsto_neg_atBot_atTop.comp Real.tendsto_log_nhdsGT_zero)).const_mul_atTop
      (by positivity)
  refine hlim.congr' ?_
  filter_upwards [Ioo_mem_nhdsGT hpos] with e he
  rw [stateCount_eq ht hL he.1 he.2.le, eq_div_iff he.1.ne']
  ring
```

For $0<e<tL^2$ the product rule gives
$$N'(e)=\frac4t\left(1+\log\frac{tL^2}{e}\right)-\frac{4e}{t}\cdot\frac1e=\frac4t\log\frac{tL^2}{e}.$$
The strict upper bound leaves room for the closed form on both sides of $e$, so its derivative is that of the count. As the window grows at both ends, $N'(e)$ is the sum of the densities of states at $e$ and $-e$; by symmetry each is half of it.

```lean
/-- For `t, L > 0` and `0 < e < t L ^ 2`, the state count grows with `e` at the rate
`(4 / t) log (t L ^ 2 / e)`. -/
theorem hasDerivAt_stateCount {t L e : ℝ} (ht : 0 < t) (hL : 0 < L) (he : 0 < e)
    (h : e < t * L ^ 2) :
    HasDerivAt (stateCount t L) (4 / t * Real.log (t * L ^ 2 / e)) e := by
  have hpos : 0 < t * L ^ 2 := by positivity
  have hd : HasDerivAt (fun x => 4 * (x / t) * (1 + (Real.log (t * L ^ 2) - Real.log x)))
      (4 / t * Real.log (t * L ^ 2 / e)) e := by
    have hprod := (((hasDerivAt_id' e).div_const t).const_mul 4).fun_mul
      (((Real.hasDerivAt_log he.ne').const_sub (Real.log (t * L ^ 2))).const_add 1)
    refine hprod.congr_deriv ?_
    have hee : e * e⁻¹ = 1 := mul_inv_cancel₀ he.ne'
    rw [Real.log_div hpos.ne' he.ne']
    linear_combination (-(4 / t)) * hee
  -- the closed form holds in a whole neighbourhood of e
  refine hd.congr_of_eventuallyEq ?_
  filter_upwards [Ioo_mem_nhds he h] with x hx
  exact stateCount_eq ht hL hx.1 hx.2.le

end

end SaddleVanHove
```

```lean
#print axioms SaddleVanHove.volume_unit_saddle
-- 'SaddleVanHove.volume_unit_saddle' depends on axioms: [propext, Classical.choice, Quot.sound]
#print axioms SaddleVanHove.tendsto_stateCount_div
-- 'SaddleVanHove.tendsto_stateCount_div' depends on axioms: [propext, Classical.choice, Quot.sound]
#print axioms SaddleVanHove.hasDerivAt_stateCount
-- 'SaddleVanHove.hasDerivAt_stateCount' depends on axioms: [propext, Classical.choice, Quot.sound]
```
